# Periodic two-species structures can match any finite set of random-alloy cluster correlations to any tolerance

In a random binary alloy, each site independently carries the first species with probability $x$ and the second with probability $1-x$. Can one periodic structure reproduce its mean spin products on finitely many chosen clusters?

Start with a finite periodic lattice, modelled as a finite abelian group $G$ with $|G|$ sites. A configuration `σ` assigns a `Bool` to each site; write $\sigma_a=\pm1$ for `spin (σ a)`. For a cluster $S\subseteq G$, define

- `clusterProduct`: $P_g=\prod_{s\in S}\sigma_{g+s}$;
- `torusCorrelation`: $\Pi_S=|G|^{-1}\sum_g P_g$, averaged over translations only, not rotations;
- `alloyAverage`: $\langle F\rangle$, the sum of $F$ over configurations, weighted by a factor $x$ or $1-x$ per site.

In Lean 4 with Mathlib:

```lean
import Mathlib

open Finset

namespace QuasirandomStructures

noncomputable section

variable {G : Type*} [AddCommGroup G] [Fintype G] [DecidableEq G]
variable {ι : Type*} [Fintype ι] [DecidableEq ι]

/-- The spin variable of a site: `+1` for the first species, `-1` for the second. -/
def spin (b : Bool) : ℝ := if b then 1 else -1

/-- The product of the spins on the cluster `S` translated by `g`. -/
def clusterProduct (S : Finset G) (σ : G → Bool) (g : G) : ℝ :=
  ∏ s ∈ S, spin (σ (g + s))

/-- The correlation of the cluster `S` on a finite periodic lattice `G`:
the spin product averaged over all translations. -/
def torusCorrelation (S : Finset G) (σ : G → Bool) : ℝ :=
  (∑ g, clusterProduct S σ g) / Fintype.card G

/-- The average of `F` over the random alloy, in which each site independently carries the
first species with weight `x` and the second with weight `1 - x`. -/
def alloyAverage (x : ℝ) (F : (G → Bool) → ℝ) : ℝ :=
  ∑ σ : G → Bool, (∏ g, if σ g then x else 1 - x) * F σ
```

## (a) Mean spin product

For a set $A$ of distinct sites, show that
$$\Big\langle\prod_{a\in A}\sigma_a\Big\rangle=(2x-1)^{|A|}.$$

**Solution.** The sum over configurations factorises over sites (`expand`). A site in $A$ contributes $x-(1-x)=2x-1$; any other contributes $x+(1-x)=1$ (`site`).

```lean
omit [AddCommGroup G] in
/-- In the random alloy the mean spin product over a set `A` of distinct sites is
`(2x - 1) ^ |A|`. -/
theorem alloyAverage_prod (x : ℝ) (A : Finset G) :
    alloyAverage x (fun σ => ∏ a ∈ A, spin (σ a)) = (2 * x - 1) ^ A.card := by
  have key : ∀ σ : G → Bool, (∏ g, if σ g then x else 1 - x) * ∏ a ∈ A, spin (σ a)
      = ∏ g, ((if σ g then x else 1 - x) * if g ∈ A then spin (σ g) else 1) := by
    intro σ
    rw [prod_mul_distrib, prod_ite_mem, univ_inter]
  have site : ∀ g : G, ∑ b : Bool, ((if b then x else 1 - x) * if g ∈ A then spin b else 1)
      = if g ∈ A then 2 * x - 1 else 1 := by
    intro g
    by_cases h : g ∈ A <;> simp [h, spin]
    ring
  -- the sum over configurations factorises over sites
  have expand : ∀ F : G → Bool → ℝ,
      ∑ σ : G → Bool, ∏ g, F g (σ g) = ∏ g, ∑ b, F g b := by
    intro F
    rw [prod_univ_sum, Fintype.piFinset_univ]
  unfold alloyAverage
  refine (sum_congr rfl fun σ _ => key σ).trans ((expand (fun g b =>
    (if b then x else 1 - x) * if g ∈ A then spin b else 1)).trans ?_)
  refine (prod_congr rfl fun g _ => site g).trans ?_
  rw [prod_ite_mem, univ_inter, prod_const]
```

## (b) Average of a constant

Show that $\langle c\rangle=c$.

**Solution.** Part (a) with $A=\emptyset$ says that the weights sum to 1. Multiply by $c$.

```lean
omit [AddCommGroup G] in
/-- The random-alloy average of a constant is that constant. -/
theorem alloyAverage_const (x c : ℝ) : alloyAverage (G := G) x (fun _ => c) = c := by
  have h := alloyAverage_prod x (∅ : Finset G)
  simp only [alloyAverage, prod_empty, mul_one, card_empty, pow_zero] at h
  rw [alloyAverage, ← sum_mul, h, one_mul]
```

## (c) Monotonicity

For $0\le x\le1$ and $F\le H$ in every configuration, show that $\langle F\rangle\le\langle H\rangle$.

**Solution.** Every weight is a product of non-negative factors, so the inequality survives weighting and summing.

```lean
omit [AddCommGroup G] in
/-- For `0 ≤ x ≤ 1` the random-alloy average preserves inequalities. -/
theorem alloyAverage_mono {x : ℝ} (hx0 : 0 ≤ x) (hx1 : x ≤ 1) {F H : (G → Bool) → ℝ}
    (h : ∀ σ, F σ ≤ H σ) : alloyAverage x F ≤ alloyAverage x H := by
  refine sum_le_sum fun σ _ => mul_le_mul_of_nonneg_left (h σ) (prod_nonneg fun g _ => ?_)
  split_ifs <;> linarith
```

## (d) Covariance of two translates

Let $m=(2x-1)^{|S|}$ and $0\le x\le1$. Bound the covariance by the number of site coincidences:
$$\langle(P_g-m)(P_h-m)\rangle\le\sum_{s,t\in S}\mathbf 1[g+s=h+t].$$

**Solution.** By (a), $\langle P_g\rangle=\langle P_h\rangle=m$, so the left side is $\langle P_gP_h\rangle-m^2$. The proof splits on `hc`, whether the translates share a site. If they do, $|P_gP_h|=1$ bounds the left side by $1-m^2\le1$, and the right side is at least 1. If they don't, (a) on their union gives $\langle P_gP_h\rangle=m^2$, and the covariance vanishes.

```lean
/-- For `0 ≤ x ≤ 1` the covariance of the spin products on two translates of a cluster is at
most the number of coincidences between their sites. -/
theorem covariance_le {x : ℝ} (hx0 : 0 ≤ x) (hx1 : x ≤ 1) (S : Finset G) (g h : G) :
    alloyAverage x (fun σ => (clusterProduct S σ g - (2 * x - 1) ^ S.card) *
      (clusterProduct S σ h - (2 * x - 1) ^ S.card))
      ≤ ∑ s ∈ S, ∑ t ∈ S, if g + s = h + t then (1 : ℝ) else 0 := by
  have mean : ∀ g, alloyAverage x (fun σ => clusterProduct S σ g) = (2 * x - 1) ^ S.card := by
    intro g
    have h := alloyAverage_prod x (S.map (addLeftEmbedding g))
    simp only [prod_map, card_map, addLeftEmbedding_apply] at h
    exact h
  have split : ∀ m : ℝ, alloyAverage x (fun σ => (clusterProduct S σ g - m) *
      (clusterProduct S σ h - m)) =
      alloyAverage x (fun σ => clusterProduct S σ g * clusterProduct S σ h)
      - m * alloyAverage x (fun σ => clusterProduct S σ g)
      - m * alloyAverage x (fun σ => clusterProduct S σ h)
      + alloyAverage (G := G) x (fun _ => m ^ 2) := by
    intro m
    simp only [alloyAverage, mul_sum, ← sum_sub_distrib, ← sum_add_distrib]
    exact sum_congr rfl fun σ _ => by ring
  rw [split, mean, mean, alloyAverage_const]
  have nn : ∀ s t, (0 : ℝ) ≤ if g + s = h + t then 1 else 0 := by
    intro s t
    split_ifs <;> norm_num
  by_cases hc : ∃ s ∈ S, ∃ t ∈ S, g + s = h + t
  · -- overlapping translates: the covariance is at most one
    obtain ⟨s, hs, t, ht, e⟩ := hc
    have habs : ∀ σ g, |clusterProduct S σ g| = 1 := by
      intro σ g
      rw [clusterProduct, abs_prod]
      exact prod_eq_one fun s _ => by unfold spin; split_ifs <;> simp
    have h1 : alloyAverage x (fun σ => clusterProduct S σ g * clusterProduct S σ h) ≤ 1 := by
      refine (alloyAverage_mono hx0 hx1 fun σ => ?_).trans (alloyAverage_const (G := G) x 1).le
      refine (le_abs_self _).trans ?_
      rw [abs_mul, habs, habs, one_mul]
    have h2 := single_le_sum (f := fun t => if g + s = h + t then (1 : ℝ) else 0)
      (fun t _ => nn s t) ht
    have h3 := single_le_sum (f := fun s => ∑ t ∈ S, if g + s = h + t then (1 : ℝ) else 0)
      (fun s _ => sum_nonneg fun t _ => nn s t) hs
    simp only [e, if_true] at h2 h3
    nlinarith [sq_nonneg ((2 * x - 1) ^ S.card)]
  · -- disjoint translates: the covariance vanishes
    have hd : Disjoint (S.map (addLeftEmbedding g)) (S.map (addLeftEmbedding h)) := by
      rw [disjoint_left]
      intro a ha hb
      simp only [mem_map, addLeftEmbedding_apply] at ha hb
      obtain ⟨s, hs, rfl⟩ := ha
      obtain ⟨t, ht, e⟩ := hb
      exact hc ⟨s, hs, t, ht, e.symm⟩
    have h1 := alloyAverage_prod x (disjUnion _ _ hd)
    simp only [prod_disjUnion, prod_map, card_disjUnion, card_map,
      addLeftEmbedding_apply] at h1
    have h2 : alloyAverage x (fun σ => clusterProduct S σ g * clusterProduct S σ h)
      = (2 * x - 1) ^ (S.card + S.card) := h1
    have h3 : (0 : ℝ) ≤ ∑ s ∈ S, ∑ t ∈ S, if g + s = h + t then (1 : ℝ) else 0 :=
      sum_nonneg fun s _ => sum_nonneg fun t _ => nn s t
    rw [h2, pow_add]
    linarith
```

## (e) Variance of a correlation

With the same $m$ and $x$, show that
$$\langle(\Pi_S-m)^2\rangle\le\frac{|S|^2}{|G|}.$$

**Solution.** Expand the square (`pt`), average term by term (`lin`) and apply (d):
$$\langle(\Pi_S-m)^2\rangle\le\frac1{|G|^2}\sum_g\sum_{s,t\in S}\sum_h\mathbf 1[h=g+s-t]=\frac{|G|\,|S|^2}{|G|^2}.$$
The sum over $h$ is 1 for each $g,s,t$ (`count`).

```lean
/-- For `0 ≤ x ≤ 1` the mean square deviation of a cluster correlation from `(2x - 1) ^ |S|`
in the random alloy is at most `|S|² / |G|`. -/
theorem variance_le {x : ℝ} (hx0 : 0 ≤ x) (hx1 : x ≤ 1) (S : Finset G) :
    alloyAverage x (fun σ => (torusCorrelation S σ - (2 * x - 1) ^ S.card) ^ 2)
      ≤ (S.card : ℝ) ^ 2 / Fintype.card G := by
  have hn : (Fintype.card G : ℝ) ≠ 0 :=
    Nat.cast_ne_zero.2 (Fintype.card_pos_iff.2 ⟨(0 : G)⟩).ne'
  have pt : ∀ (σ : G → Bool) (m : ℝ), (torusCorrelation S σ - m) ^ 2 =
      (∑ g, ∑ h, (clusterProduct S σ g - m) * (clusterProduct S σ h - m))
        / (Fintype.card G : ℝ) ^ 2 := by
    intro σ m
    have h : torusCorrelation S σ - m = (∑ g, (clusterProduct S σ g - m)) / Fintype.card G := by
      rw [sum_sub_distrib, sum_const, card_univ, nsmul_eq_mul, sub_div,
        mul_div_cancel_left₀ _ hn, torusCorrelation]
    rw [h, div_pow, pow_two (∑ g, (clusterProduct S σ g - m)), sum_mul_sum]
  have lin : ∀ Z : (G → Bool) → G → G → ℝ,
      alloyAverage x (fun σ => (∑ g, ∑ h, Z σ g h) / (Fintype.card G : ℝ) ^ 2) =
      (∑ g, ∑ h, alloyAverage x (fun σ => Z σ g h)) / (Fintype.card G : ℝ) ^ 2 := by
    intro Z
    simp only [alloyAverage, ← mul_div_assoc, ← sum_div, mul_sum]
    congr 1
    refine sum_comm.trans (sum_congr rfl fun g _ => ?_)
    exact sum_comm
  -- each pair of cluster sites coincides for exactly one relative translation
  have count : ∀ g : G, ∑ h : G, ∑ s ∈ S, ∑ t ∈ S, (if g + s = h + t then (1 : ℝ) else 0)
      = (S.card : ℝ) ^ 2 := by
    intro g
    have one : ∀ s t : G, ∑ h : G, (if g + s = h + t then (1 : ℝ) else 0) = 1 := by
      intro s t
      rw [sum_eq_single (g + s - t)]
      · simp
      · intro b _ hb
        exact if_neg fun e => hb (eq_sub_of_add_eq e.symm)
      · simp
    have row : ∀ s ∈ S, ∑ h : G, ∑ t ∈ S, (if g + s = h + t then (1 : ℝ) else 0) = S.card := by
      intro s _
      rw [sum_comm, sum_congr rfl fun t _ => one s t]
      simp
    rw [sum_comm, sum_congr rfl row]
    simp [sq]
  simp only [pt]
  rw [lin]
  calc _ ≤ (∑ _g : G, (S.card : ℝ) ^ 2) / (Fintype.card G : ℝ) ^ 2 := by
        refine div_le_div_of_nonneg_right (sum_le_sum fun g _ => ?_) (sq_nonneg _)
        exact (sum_le_sum fun h _ => covariance_le hx0 hx1 S g h).trans (count g).le
    _ = _ := by
        rw [sum_const, card_univ, nsmul_eq_mul]
        field_simp
```

## (f) A sufficient cell size

Let $0\le x\le1$, $\varepsilon>0$, and let $S_k$, $k\in I$, be finitely many clusters with $\sum_k|S_k|^2<\varepsilon^2|G|$. Find one configuration with
$$|\Pi_{S_k}-(2x-1)^{|S_k|}|<\varepsilon\quad\text{for all }k\in I.$$

**Solution.** Otherwise every configuration has a deviation of at least $\varepsilon$, so the sum $D$ of squared deviations is at least $\varepsilon^2$. Then (b), (c) and (e) give
$$\varepsilon^2\le\langle D\rangle\le\sum_k|S_k|^2/|G|<\varepsilon^2,$$
a contradiction.

```lean
/-- Cell-size criterion: for `0 ≤ x ≤ 1` and `ε > 0`, if the squared cluster sizes sum to less
than `ε² |G|`, some configuration on `G` has all these correlations within `ε` of
`(2x - 1) ^ |S|`. -/
theorem exists_torus_configuration {x ε : ℝ} (hx0 : 0 ≤ x) (hx1 : x ≤ 1) (hε : 0 < ε)
    {κ : Type*} (I : Finset κ) (S : κ → Finset G)
    (hsize : ∑ k ∈ I, ((S k).card : ℝ) ^ 2 < ε ^ 2 * Fintype.card G) :
    ∃ σ : G → Bool, ∀ k ∈ I, |torusCorrelation (S k) σ - (2 * x - 1) ^ (S k).card| < ε := by
  by_contra hcon
  push Not at hcon
  have hn : (0 : ℝ) < Fintype.card G := Nat.cast_pos.2 (Fintype.card_pos_iff.2 ⟨(0 : G)⟩)
  -- otherwise the summed square deviation would be at least ε² in every configuration
  have h1 : ε ^ 2 ≤ alloyAverage x (fun σ : G → Bool =>
      ∑ k ∈ I, (torusCorrelation (S k) σ - (2 * x - 1) ^ (S k).card) ^ 2) := by
    refine (alloyAverage_const (G := G) x (ε ^ 2)).ge.trans
      (alloyAverage_mono hx0 hx1 fun σ => ?_)
    obtain ⟨k, hk, hle⟩ := hcon σ
    have h := pow_le_pow_left₀ hε.le hle 2
    rw [sq_abs] at h
    exact h.trans (single_le_sum
      (f := fun k => (torusCorrelation (S k) σ - (2 * x - 1) ^ (S k).card) ^ 2)
      (fun _ _ => sq_nonneg _) hk)
  have h2 : alloyAverage x (fun σ : G → Bool =>
      ∑ k ∈ I, (torusCorrelation (S k) σ - (2 * x - 1) ^ (S k).card) ^ 2) =
      ∑ k ∈ I, alloyAverage x (fun σ : G → Bool =>
        (torusCorrelation (S k) σ - (2 * x - 1) ^ (S k).card) ^ 2) := by
    simp only [alloyAverage, mul_sum]
    exact sum_comm
  have h3 := sum_le_sum fun k (_ : k ∈ I) => variance_le hx0 hx1 (S k)
  rw [← sum_div] at h3
  have h4 := (div_lt_iff₀ hn).2 hsize
  linarith
```

## Configurations on the infinite lattice

Sites are now integer vectors in $\mathbb Z^d$, written `ι → ℤ` with $d$ the number of axes in `ι`: one site per primitive cell. `IsPeriodic` says that $N$ is a period along every axis, not necessarily the smallest. `cellCorrelation`, written $\Pi^N_S$, averages over the $N^d$ translations in one cell. `toTorus`, written $\pi$, reduces coordinates modulo $N$.

```lean
/-- A configuration on the lattice `ℤ^ι` has period `N` along every axis. -/
def IsPeriodic (N : ℕ) (σ : (ι → ℤ) → Bool) : Prop :=
  ∀ r v : ι → ℤ, σ (fun i => r i + N * v i) = σ r

/-- The correlation of the cluster `S` averaged over one cell of side `N`, for `N > 0`. -/
def cellCorrelation (N : ℕ) (S : Finset (ι → ℤ)) (σ : (ι → ℤ) → Bool) : ℝ :=
  (∑ r : ι → Fin N, ∏ s ∈ S, spin (σ fun i => ((r i : ℕ) : ℤ) + s i)) /
    (N : ℝ) ^ Fintype.card ι

/-- Reduction of a lattice site modulo the period `N`. -/
def toTorus (N : ℕ) (r : ι → ℤ) : ι → ZMod N := fun i => (r i : ZMod N)
```

## (g) Unfolding the torus

Let $N>0$, let $\tau$ be a configuration on $(\mathbb Z/N)^d$, and let $\pi$ be injective on $S$. Show that
$$\Pi^N_S(\tau\circ\pi)=\Pi_{\pi(S)}(\tau).$$

**Solution.** The cell contains each residue class once (`hbij`), and $\pi(r+s)=\pi(r)+\pi(s)$. Injectivity turns the product over $S$ into one over $\pi(S)$, so the averages agree term by term.

Without injectivity the identity can fail. For $S=\{0,N\}$ in one dimension the left side is 1, but $\pi(S)$ is a single site and the right side is the mean spin, which is below 1 unless every spin is $+1$.

```lean
/-- If the sites of a cluster stay distinct modulo `N > 0`, its cell correlation in an unfolded
configuration is the correlation on the periodic lattice. -/
theorem cellCorrelation_unfold (N : ℕ) [NeZero N] (S : Finset (ι → ℤ))
    (τ : (ι → ZMod N) → Bool) (hinj : Set.InjOn (toTorus N) (S : Set (ι → ℤ))) :
    cellCorrelation N S (fun r => τ (toTorus N r)) =
      torusCorrelation (S.image (toTorus N)) τ := by
  have hbij : Function.Bijective
      (fun (r : ι → Fin N) (i : ι) => ((r i : ℕ) : ZMod N)) := by
    refine (Fintype.bijective_iff_injective_and_card _).2 ⟨?_, by simp [ZMod.card]⟩
    intro r q e
    funext i
    have h := (ZMod.natCast_eq_natCast_iff' _ _ _).1 (congrFun e i)
    rw [Nat.mod_eq_of_lt (r i).isLt, Nat.mod_eq_of_lt (q i).isLt] at h
    exact Fin.ext h
  have hcard : (Fintype.card (ι → ZMod N) : ℝ) = (N : ℝ) ^ Fintype.card ι := by
    simp [ZMod.card]
  unfold cellCorrelation torusCorrelation
  rw [hcard, ← hbij.sum_comp (fun g => clusterProduct (S.image (toTorus N)) τ g)]
  congr 1
  refine sum_congr rfl fun r _ => ?_
  show _ = ∏ a ∈ S.image (toTorus N), spin (τ ((fun i => ((r i : ℕ) : ZMod N)) + a))
  refine Eq.trans ?_ (prod_image ?_).symm
  · refine prod_congr rfl fun s _ => ?_
    have h : toTorus N (fun i => ((r i : ℕ) : ℤ) + s i) =
        (fun i => ((r i : ℕ) : ZMod N)) + toTorus N s := by
      funext i
      simp [toTorus]
    exact congrArg (fun g => spin (τ g)) h
  · intro s hs t ht e
    exact hinj hs ht e
```

## (h) Existence of quasirandom structures

Let $d\ge1$, $0\le x\le1$, $\varepsilon>0$, and let $C$ be a finite set of finite clusters. Find $N>0$ and an $N$-periodic $\sigma$ with
$$|\Pi^N_S(\sigma)-(2x-1)^{|S|}|<\varepsilon\quad\text{for all }S\in C.$$

**Solution.** Let $B$ bound all site coordinates in absolute value, take an integer $M>\sum_{S\in C}|S|^2/\varepsilon^2$, and set $N=2B+1+M$. Coordinates differ by at most $2B<N$, so $\pi$ is injective on each cluster (`hinj`). Since $N^d\ge N\ge M$, (f) applies (`hsize`) and supplies $\tau$. Then $\sigma=\tau\circ\pi$ is periodic, and (g) transfers the bounds.

Structures chosen to match such correlations serve as supercells for disordered alloys in electronic-structure calculations. The composition has to be matched too: including a single-site cluster in $C$ keeps the fraction of the first species within $\varepsilon/2$ of $x$. Here existence is shown for two species and finitely many clusters, with no promise of a small cell. That a real alloy's energy is determined by the chosen correlations is a separate physical assumption.

```lean
/-- Existence of quasirandom structures: in any positive dimension, for `0 ≤ x ≤ 1`, finitely
many finite clusters and `ε > 0`, some periodic configuration has all these cluster
correlations within `ε` of `(2x - 1) ^ |S|`. -/
theorem exists_quasirandom_structure [Nonempty ι] {x ε : ℝ} (hx0 : 0 ≤ x) (hx1 : x ≤ 1)
    (hε : 0 < ε) (C : Finset (Finset (ι → ℤ))) :
    ∃ N : ℕ, 0 < N ∧ ∃ σ : (ι → ℤ) → Bool, IsPeriodic N σ ∧
      ∀ S ∈ C, |cellCorrelation N S σ - (2 * x - 1) ^ S.card| < ε := by
  obtain ⟨M, hM⟩ := exists_nat_gt ((∑ S ∈ C, (S.card : ℝ) ^ 2) / ε ^ 2)
  -- B bounds all coordinates of all cluster sites
  obtain ⟨B, hB⟩ : ∃ B : ℕ, ∀ S ∈ C, ∀ s ∈ S, ∀ i, (s i).natAbs ≤ B :=
    ⟨∑ s ∈ C.biUnion id, ∑ i, (s i).natAbs, fun S hS s hs i =>
      (single_le_sum (f := fun i => (s i).natAbs) (fun _ _ => Nat.zero_le _)
        (mem_univ i)).trans
      (single_le_sum (f := fun s : ι → ℤ => ∑ i, (s i).natAbs) (fun _ _ => Nat.zero_le _)
        (mem_biUnion.2 ⟨S, hS, hs⟩))⟩
  obtain ⟨N, hN⟩ : ∃ N : ℕ, N = 2 * B + 1 + M := ⟨_, rfl⟩
  have : NeZero N := ⟨by omega⟩
  have hinj : ∀ S ∈ C, Set.InjOn (toTorus N) (S : Set (ι → ℤ)) := by
    intro S hS s hs t ht e
    funext i
    have hd := (ZMod.intCast_eq_intCast_iff_dvd_sub _ _ _).1 (congrFun e i)
    have h1 := hB S hS s hs i
    have h2 := hB S hS t ht i
    have h3 := Int.eq_zero_of_dvd_of_natAbs_lt_natAbs hd (by omega)
    omega
  have hsize : ∑ S ∈ C, ((S.image (toTorus N)).card : ℝ) ^ 2
      < ε ^ 2 * Fintype.card (ι → ZMod N) := by
    have hcard : (Fintype.card (ι → ZMod N) : ℝ) = (N : ℝ) ^ Fintype.card ι := by
      simp [ZMod.card]
    have h1 : (N : ℝ) ≤ (N : ℝ) ^ Fintype.card ι := by
      exact_mod_cast Nat.le_self_pow Fintype.card_ne_zero N
    have h2 : (M : ℝ) ≤ N := by
      exact_mod_cast (by omega : M ≤ N)
    have h3 := (div_lt_iff₀ (by positivity)).1 hM
    have h4 := mul_le_mul_of_nonneg_right (h2.trans h1) (sq_nonneg ε)
    rw [hcard, sum_congr rfl fun S hS => by rw [card_image_of_injOn (hinj S hS)]]
    linarith
  obtain ⟨τ, hτ⟩ := exists_torus_configuration hx0 hx1 hε C
    (fun S => S.image (toTorus N)) hsize
  refine ⟨N, by omega, fun r => τ (toTorus N r), fun r v => ?_, fun S hS => ?_⟩
  · refine congrArg τ ?_
    funext i
    simp [toTorus]
  · have h := hτ S hS
    rw [card_image_of_injOn (hinj S hS)] at h
    rw [cellCorrelation_unfold N S τ (hinj S hS)]
    exact h
```

## (i) No periodic structure is exactly random

Let $d\ge1$, $0<x<1$, and let $\sigma$ have period $N>0$. Find a two-site cluster $S$ with
$$\Pi^N_S(\sigma)\ne(2x-1)^2.$$

**Solution.** Take $S=\{0,(N,\dots,N)\}$. Its two spins agree in every translate (`hterm`), so $\Pi^N_S=1$, whereas $1-(2x-1)^2=4x(1-x)>0$.

In the limits $x=0$ and $x=1$, the single-species structure with $N=1$ matches every correlation exactly.

```lean
/-- For `0 < x < 1` and positive dimension, every configuration of period `N > 0` has a pair
correlation different from the random-alloy value `(2x - 1)²`. -/
theorem periodic_not_exactly_random [Nonempty ι] {x : ℝ} (hx0 : 0 < x) (hx1 : x < 1)
    {N : ℕ} (hN : 0 < N) {σ : (ι → ℤ) → Bool} (hσ : IsPeriodic N σ) :
    ∃ S : Finset (ι → ℤ), S.card = 2 ∧ cellCorrelation N S σ ≠ (2 * x - 1) ^ 2 := by
  have hne : (0 : ι → ℤ) ≠ fun _ => (N : ℤ) := by
    intro e
    have h : (0 : ℤ) = N := congrFun e (Classical.arbitrary ι)
    omega
  refine ⟨{0, fun _ => (N : ℤ)}, card_pair hne, ?_⟩
  -- sites one period apart carry equal spins
  have hterm : ∀ r : ι → Fin N, ∏ s ∈ ({0, fun _ => (N : ℤ)} : Finset (ι → ℤ)),
      spin (σ fun i => ((r i : ℕ) : ℤ) + s i) = 1 := by
    intro r
    have hp := hσ (fun i => ((r i : ℕ) : ℤ)) (fun _ => 1)
    simp only [mul_one] at hp
    rw [prod_pair hne]
    simp only [Pi.zero_apply, add_zero]
    rw [hp]
    unfold spin
    split_ifs <;> norm_num
  have hN0 : (N : ℝ) ≠ 0 := Nat.cast_ne_zero.2 hN.ne'
  have hc : ((univ : Finset (ι → Fin N)).card : ℝ) = (N : ℝ) ^ Fintype.card ι := by simp
  rw [cellCorrelation, sum_congr rfl fun r _ => hterm r, sum_const, nsmul_eq_mul, mul_one,
    hc, div_self (pow_ne_zero _ hN0)]
  intro h
  nlinarith [mul_pos hx0 (sub_pos.2 hx1)]

end

end QuasirandomStructures
```

```lean
#print axioms QuasirandomStructures.exists_quasirandom_structure
#print axioms QuasirandomStructures.periodic_not_exactly_random
```

```
'QuasirandomStructures.exists_quasirandom_structure' depends on axioms: [propext, Classical.choice, Quot.sound]
'QuasirandomStructures.periodic_not_exactly_random' depends on axioms: [propext, Classical.choice, Quot.sound]
```
